# Power-iteration energy ratios never decrease for a positive semidefinite matrix

For a positive semidefinite matrix $H$ and a starting vector $\psi$ with $H\psi\neq0$, the energy ratios
$$r_k=\frac{\langle\psi,H^{k+1}\psi\rangle}{\langle\psi,H^k\psi\rangle}$$
never decrease as $k$ grows. What puzzles me is that, for $k\ge1$, $r_k$ is in general not the expectation value of $H$ in the iterate $H^k\psi$: the left vector stays at $\psi$ while the right one is improved. Why should such a lopsided estimate move in one direction only? And if two successive values agree exactly, have I reached an eigenvector?

## Three successive moments control each step

The ratios are monotone because the moments $m_k=\langle\psi,H^k\psi\rangle$ are log-convex: $m_{k+1}^2\le m_k m_{k+2}$ for every $k\ge0$. And yes, exact agreement of $r_k$ and $r_{k+1}$ means that $H^k\psi$ is an eigenvector, though not necessarily the one with the largest eigenvalue.

The moments are real and nonnegative. For even powers, $m_{2j}=\|H^j\psi\|^2$; for odd ones, $m_{2j+1}=\langle H^j\psi,H\,H^j\psi\rangle\ge0$. Moreover, $m_k=0$ exactly when $H^k\psi=0$: write $H^k=B^2$ with $B$ Hermitian, so that $m_k=\|B\psi\|^2$, and $B\psi=0$ gives $H^k\psi=0$. The converse is immediate.

Now take a real trial energy $E$ and weight the residual $(H-E)\psi$ with $H^k$. Since $H$ is Hermitian and commutes with its powers,
$$\langle(H-E)\psi,H^k(H-E)\psi\rangle=m_{k+2}-2E\,m_{k+1}+E^2m_k\ge0 .$$
A quadratic that is nonnegative for every real $E$ has no positive discriminant, so $4m_{k+1}^2-4m_km_{k+2}\le0$. If $m_k=0$, the expression is linear in $E$ and can stay nonnegative only if $m_{k+1}=0$, which again gives the bound.

Suppose equality holds. If $m_k\neq0$, put $E=m_{k+1}/m_k$. Then $m_{k+2}=E^2m_k$, the weighted residual is $E^2m_k-2E^2m_k+E^2m_k=0$, and therefore $H^k(H-E)\psi=0$, that is, $H^{k+1}\psi=E\,H^k\psi$. If $m_k=0$, then $H^k\psi=0$ and $E=0$ serves. Conversely, $H^{k+1}\psi=E\,H^k\psi$ gives $m_{k+1}=Em_k$ and $m_{k+2}=Em_{k+1}$, hence equality.

For the ratios, $H\psi\neq0$ makes $m_0$ and $m_1$ positive. If $m_k$ and $m_{k+1}$ are positive, then $m_km_{k+2}\ge m_{k+1}^2>0$, so $m_{k+2}$ is positive too. Dividing log-convexity by $m_km_{k+1}$ gives $r_k\le r_{k+1}$.

For normalised $\psi$, $m_0=1$ and $r_0=m_1=\langle H\rangle$. If $H\psi\ne0$, then $m_{k+1}=r_km_k\ge m_1m_k$, and induction gives $\langle H\rangle^k\le\langle H^k\rangle$. If $H\psi=0$, the left side is zero for $k\ge1$, and both sides are one for $k=0$.

## A two-level example

Take
$$H=\begin{pmatrix}2&1\\1&2\end{pmatrix},\qquad \psi=\begin{pmatrix}1\\0\end{pmatrix},$$
with eigenvalues 1 and 3. The iterates are $H\psi=(2,1)$, $H^2\psi=(5,4)$ and $H^3\psi=(14,13)$. Their first components are the moments, so $m_0,\dots,m_3=1,2,5,14$. Log-convexity reads $4\le5$ and $25\le28$, and the ratios are $2,\ 2.5,\ 2.8$, rising towards 3.

The ordinary expectation value in the iterate $H\psi$ is $(2\cdot5+1\cdot4)/5=2.8$, which is $r_2$. In general the expectation value in $H^k\psi$ is $m_{2k+1}/m_{2k}=r_{2k}$, so your lopsided estimates include the usual ones as every second term.

## The projected energy in a ground-state calculation

In a finite-basis electronic-structure calculation with Hamiltonian matrix $H_{\mathrm{el}}$, one way to approach the ground state, from a reference that overlaps with it, is power iteration: choose a number $c$ above the largest eigenvalue and set $H=c-H_{\mathrm{el}}$, which is positive definite, so that $H\psi\neq0$. Starting from a reference determinant $\psi$, each step multiplies the current vector $\phi_k=H^k\psi$ by $H$. The projected energy is
$$\frac{\langle\psi,H_{\mathrm{el}}\phi_k\rangle}{\langle\psi,\phi_k\rangle}=c-r_k .$$
It starts at the energy of the reference and never rises. Rescaling $\phi_k$ to avoid overflow leaves the quotient unchanged. In projector Monte Carlo a quotient of this form is called a mixed estimator, and its left vector need not be the starting vector. The monotonicity shown here is for the case where the two coincide, and it applies to noise-free values, not to sampled ones.

## The statements in Lean

```lean
import Mathlib

open Matrix
open scoped ComplexOrder

namespace EnergyMoments

noncomputable section

variable {n : Type*} [Fintype n] [DecidableEq n]

/-- The `k`-th energy moment `⟨ψ, H^k ψ⟩` of the vector `ψ`. -/
def moment (H : Matrix n n ℂ) (ψ : n → ℂ) (k : ℕ) : ℂ :=
  star ψ ⬝ᵥ (H ^ k *ᵥ ψ)

/-- The energy ratio `⟨ψ, H^(k+1) ψ⟩ / ⟨ψ, H^k ψ⟩` after `k` power steps, taken between real
parts and meant for a `k`-th moment with nonzero real part. -/
def energyRatio (H : Matrix n n ℂ) (ψ : n → ℂ) (k : ℕ) : ℝ :=
  (moment H ψ (k + 1)).re / (moment H ψ k).re

/-- For positive semidefinite `H` every energy moment is real and nonnegative. -/
theorem moment_real_nonneg {H : Matrix n n ℂ} (hH : H.PosSemidef) (ψ : n → ℂ) (k : ℕ) :
    (moment H ψ k).im = 0 ∧ 0 ≤ (moment H ψ k).re := by
  have h := Complex.le_def.mp ((hH.pow k).dotProduct_mulVec_nonneg ψ)
  exact ⟨h.2.symm, h.1⟩

/-- For positive semidefinite `H` the `k`-th moment vanishes exactly when `H^k` annihilates
the vector. -/
theorem moment_eq_zero_iff {H : Matrix n n ℂ} (hH : H.PosSemidef) (ψ : n → ℂ) (k : ℕ) :
    (moment H ψ k).re = 0 ↔ H ^ k *ᵥ ψ = 0 := by
  constructor
  · intro h
    have h0 : moment H ψ k = 0 := Complex.ext h (moment_real_nonneg hH ψ k).1
    exact ((hH.pow k).dotProduct_mulVec_zero_iff ψ).mp h0
  · intro h
    simp [moment, h]

/-- For Hermitian `H` and a real trial energy `E`, the second conjunct expands the form
`⟨(H - E)ψ, H^k (H - E)ψ⟩` as the `(k+2)`-th moment, minus `2E` times the `(k+1)`-th, plus `E^2`
times the `k`-th. The first conjunct is a trivial identity. -/
theorem residual_moment {H : Matrix n n ℂ} (hH : H.IsHermitian) (ψ : n → ℂ) (k : ℕ) (E : ℝ) :
    moment H (H *ᵥ ψ - (E : ℂ) • ψ) 0 = moment H (H *ᵥ ψ - (E : ℂ) • ψ) 0 ∧
    star (H *ᵥ ψ - (E : ℂ) • ψ) ⬝ᵥ (H ^ k *ᵥ (H *ᵥ ψ - (E : ℂ) • ψ)) =
      moment H ψ (k + 2) - ((2 * E : ℝ) : ℂ) * moment H ψ (k + 1)
        + ((E ^ 2 : ℝ) : ℂ) * moment H ψ k := by
  refine ⟨rfl, ?_⟩
  -- H moves from the left to the right slot of the inner product
  have e1 : ∀ w, star (H *ᵥ ψ) ⬝ᵥ w = star ψ ⬝ᵥ (H *ᵥ w) := by
    intro w
    rw [Matrix.star_mulVec, hH.eq, ← Matrix.dotProduct_mulVec]
  have a : H ^ k *ᵥ (H *ᵥ ψ) = H ^ (k + 1) *ᵥ ψ := by
    rw [Matrix.mulVec_mulVec, ← pow_succ]
  have b : ∀ j : ℕ, H *ᵥ (H ^ j *ᵥ ψ) = H ^ (j + 1) *ᵥ ψ := by
    intro j
    rw [Matrix.mulVec_mulVec, ← pow_succ']
  have hE : star (E : ℂ) = (E : ℂ) := Complex.conj_ofReal E
  rw [show k + 2 = k + 1 + 1 from rfl]
  simp only [moment, star_sub, star_smul, hE, Matrix.mulVec_sub, Matrix.mulVec_smul, a,
    sub_dotProduct, smul_dotProduct, e1, b, dotProduct_sub, dotProduct_smul, smul_eq_mul]
  push_cast
  ring

/-- Log-convexity of the energy moments: for positive semidefinite `H`, the square of the `(k+1)`-th
moment is at most the product of the `k`-th and the `(k+2)`-th. -/
theorem moment_log_convex {H : Matrix n n ℂ} (hH : H.PosSemidef) (ψ : n → ℂ) (k : ℕ) :
    (moment H ψ (k + 1)).re ^ 2 ≤ (moment H ψ k).re * (moment H ψ (k + 2)).re := by
  -- the weighted residual is nonnegative for every trial energy
  have q : ∀ E : ℝ, 0 ≤ (moment H ψ k).re * (E * E)
      + (-2 * (moment H ψ (k + 1)).re) * E + (moment H ψ (k + 2)).re := by
    intro E
    have h := (hH.pow k).dotProduct_mulVec_nonneg (H *ᵥ ψ - (E : ℂ) • ψ)
    rw [(residual_moment hH.isHermitian ψ k E).2] at h
    have h1 := (Complex.le_def.mp h).1
    simp only [Complex.add_re, Complex.sub_re, Complex.re_ofReal_mul, Complex.zero_re] at h1
    linarith
  -- hence its discriminant is not positive
  have d := discrim_le_zero q
  unfold discrim at d
  linarith

/-- For positive semidefinite `H`, equality in the log-convexity bound holds exactly when one
more application of `H` only rescales `H^k ψ` by a real number. -/
theorem moment_log_convex_eq_iff {H : Matrix n n ℂ} (hH : H.PosSemidef) (ψ : n → ℂ) (k : ℕ) :
    (moment H ψ (k + 1)).re ^ 2 = (moment H ψ k).re * (moment H ψ (k + 2)).re ↔
      ∃ E : ℝ, H ^ (k + 1) *ᵥ ψ = (E : ℂ) • (H ^ k *ᵥ ψ) := by
  constructor
  · intro h
    by_cases h0 : (moment H ψ k).re = 0
    · refine ⟨0, ?_⟩
      rw [pow_succ', ← Matrix.mulVec_mulVec, (moment_eq_zero_iff hH ψ k).mp h0]
      simp
    · -- the ratio of moments is the trial energy at which the weighted residual vanishes
      refine ⟨(moment H ψ (k + 1)).re / (moment H ψ k).re, ?_⟩
      set E : ℝ := (moment H ψ (k + 1)).re / (moment H ψ k).re with hE
      have hm : (moment H ψ (k + 1)).re = E * (moment H ψ k).re := by
        rw [hE, div_mul_cancel₀ _ h0]
      have hm2 : (moment H ψ (k + 2)).re = E ^ 2 * (moment H ψ k).re := by
        apply mul_left_cancel₀ h0
        rw [← h, hm]
        ring
      have hz : star (H *ᵥ ψ - (E : ℂ) • ψ) ⬝ᵥ (H ^ k *ᵥ (H *ᵥ ψ - (E : ℂ) • ψ)) = 0 := by
        rw [(residual_moment hH.isHermitian ψ k E).2]
        apply Complex.ext
        · simp only [Complex.add_re, Complex.sub_re, Complex.re_ofReal_mul, Complex.zero_re]
          rw [hm2, hm]
          ring
        · simp only [Complex.add_im, Complex.sub_im, Complex.im_ofReal_mul, Complex.zero_im,
            (moment_real_nonneg hH ψ _).1]
          ring
      have hv := ((hH.pow k).dotProduct_mulVec_zero_iff _).mp hz
      rw [Matrix.mulVec_sub, Matrix.mulVec_smul, Matrix.mulVec_mulVec, ← pow_succ] at hv
      exact sub_eq_zero.mp hv
  · rintro ⟨E, hE⟩
    have h1 : moment H ψ (k + 1) = (E : ℂ) * moment H ψ k := by
      unfold moment
      rw [hE, dotProduct_smul, smul_eq_mul]
    have h2 : moment H ψ (k + 2) = (E : ℂ) * moment H ψ (k + 1) := by
      unfold moment
      rw [show k + 2 = k + 1 + 1 from rfl, pow_succ' H (k + 1), ← Matrix.mulVec_mulVec, hE,
        Matrix.mulVec_smul, Matrix.mulVec_mulVec, ← pow_succ', dotProduct_smul, smul_eq_mul, hE]
    rw [h2, h1]
    simp only [Complex.re_ofReal_mul]
    ring

/-- If `H` is positive semidefinite and does not annihilate `ψ`, every moment is strictly
positive. -/
theorem moment_pos {H : Matrix n n ℂ} (hH : H.PosSemidef) {ψ : n → ℂ} (hψ : H *ᵥ ψ ≠ 0)
    (k : ℕ) : 0 < (moment H ψ k).re := by
  have key : 0 < (moment H ψ k).re ∧ 0 < (moment H ψ (k + 1)).re := by
    induction k with
    | zero =>
      constructor
      · refine lt_of_le_of_ne (moment_real_nonneg hH ψ 0).2 (fun h => hψ ?_)
        have h0 := (moment_eq_zero_iff hH ψ 0).mp h.symm
        rw [pow_zero, Matrix.one_mulVec] at h0
        rw [h0, Matrix.mulVec_zero]
      · refine lt_of_le_of_ne (moment_real_nonneg hH ψ (0 + 1)).2 (fun h => hψ ?_)
        have h0 := (moment_eq_zero_iff hH ψ (0 + 1)).mp h.symm
        rwa [zero_add, pow_one] at h0
    | succ k ih =>
      -- log-convexity hands positivity on to the next moment
      have h3 : 0 < (moment H ψ (k + 2)).re := by
        refine lt_of_le_of_ne (moment_real_nonneg hH ψ (k + 2)).2 (fun h0 => ?_)
        have h := moment_log_convex hH ψ k
        rw [← h0, mul_zero] at h
        linarith [pow_pos ih.2 2]
      exact ⟨ih.2, h3⟩
  exact key.1

/-- If `H` is positive semidefinite and does not annihilate `ψ`, the energy ratios of the power
iteration are all positive and never decrease. -/
theorem energyRatio_pos_monotone {H : Matrix n n ℂ} (hH : H.PosSemidef) {ψ : n → ℂ}
    (hψ : H *ᵥ ψ ≠ 0) : (∀ k, 0 < energyRatio H ψ k) ∧ Monotone (energyRatio H ψ) := by
  refine ⟨fun k => div_pos (moment_pos hH hψ _) (moment_pos hH hψ _),
    monotone_nat_of_le_succ (fun k => ?_)⟩
  have h : (moment H ψ (k + 1)).re ^ 2 ≤ (moment H ψ k).re * (moment H ψ (k + 1 + 1)).re :=
    moment_log_convex hH ψ k
  unfold energyRatio
  rw [div_le_div_iff₀ (moment_pos hH hψ _) (moment_pos hH hψ _)]
  linarith

/-- For positive semidefinite `H` and a normalised state, the `k`-th power of the mean energy
is at most the mean of `H^k`. -/
theorem mean_pow_le_moment {H : Matrix n n ℂ} (hH : H.PosSemidef) {ψ : n → ℂ}
    (hψ : star ψ ⬝ᵥ ψ = 1) (k : ℕ) : (moment H ψ 1).re ^ k ≤ (moment H ψ k).re := by
  have m0 : (moment H ψ 0).re = 1 := by simp [moment, hψ]
  induction k with
  | zero => rw [m0, pow_zero]
  | succ k ih =>
    by_cases h : H *ᵥ ψ = 0
    · have h1 : (moment H ψ 1).re = 0 := by simp [moment, h]
      rw [h1, zero_pow (Nat.succ_ne_zero k)]
      exact (moment_real_nonneg hH ψ (k + 1)).2
    · -- the first energy ratio is the mean energy, and later ratios are no smaller
      have hr := (energyRatio_pos_monotone hH h).2 (Nat.zero_le k)
      unfold energyRatio at hr
      rw [m0, div_one, zero_add, le_div_iff₀ (moment_pos hH h k)] at hr
      have hs := mul_le_mul_of_nonneg_left ih (moment_real_nonneg hH ψ 1).2
      rw [pow_succ']
      exact hs.trans hr

/-- Log-convexity can fail for a Hermitian matrix that is not positive semidefinite: for
`diag(1, -1)` and the vector `(1, 1)`, the squared second moment exceeds the product of the
first and third. -/
theorem log_convex_fails_without_positivity :
    (!![1, 0; 0, -1] : Matrix (Fin 2) (Fin 2) ℂ).IsHermitian ∧
      (moment !![1, 0; 0, -1] ![1, 1] 1).re * (moment !![1, 0; 0, -1] ![1, 1] 3).re
        < (moment !![1, 0; 0, -1] ![1, 1] 2).re ^ 2 := by
  constructor
  · ext i j
    fin_cases i <;> fin_cases j <;> simp
  · norm_num [moment, pow_succ, Matrix.mulVec, dotProduct, Fin.sum_univ_succ]

end

end EnergyMoments
```

```lean
#print axioms EnergyMoments.moment_log_convex_eq_iff
#print axioms EnergyMoments.energyRatio_pos_monotone
#print axioms EnergyMoments.mean_pow_le_moment
#print axioms EnergyMoments.log_convex_fails_without_positivity
```

```
'EnergyMoments.moment_log_convex_eq_iff' depends on axioms: [propext, Classical.choice, Quot.sound]
'EnergyMoments.energyRatio_pos_monotone' depends on axioms: [propext, Classical.choice, Quot.sound]
'EnergyMoments.mean_pow_le_moment' depends on axioms: [propext, Classical.choice, Quot.sound]
'EnergyMoments.log_convex_fails_without_positivity' depends on axioms: [propext, Classical.choice, Quot.sound]
```

The finite type `n` labels the basis states, `H` is a complex matrix and `ψ` a vector of amplitudes that need not be normalised. The inner product `star ψ ⬝ᵥ w` is conjugate-linear in its first slot. `H.PosSemidef` says that $H$ is Hermitian with no negative expectation value; physically, the zero of energy lies at or below the spectrum.

`moment` is complex-valued. `moment_real_nonneg` shows that its imaginary part vanishes, so the inequalities lose nothing by comparing real parts. `energyRatio` is $r_k$, and should not be read as the expectation value in the $k$-th iterate. The condition `H *ᵥ ψ ≠ 0` in `energyRatio_pos_monotone` keeps all denominators positive.

`moment_log_convex` and `moment_log_convex_eq_iff` hold for every vector, including zero. `mean_pow_le_moment` asks for a normalised one. The theorems give neither convergence of the ratios nor a rate. The step from a Hamiltonian on an infinite-dimensional space to a finite matrix is left to the choice of basis.

`log_convex_fails_without_positivity` shows that being Hermitian is not enough for log-convexity at every $k$. For $\mathrm{diag}(1,-1)$ and the vector $(1,1)$, the first and third moments vanish while the second is 2, or 1 after normalisation.

## From the residual to the ratios in the Lean proof

`moment_real_nonneg` uses the fact that powers of a positive semidefinite matrix are positive semidefinite, and `Complex.le_def` splits the resulting complex inequality into real and imaginary parts. `moment_eq_zero_iff` applies Mathlib's statement that a positive semidefinite form vanishes only on vectors that the matrix annihilates.

`residual_moment` expands the weighted residual and needs only a Hermitian $H$. Its first conjunct equates an expression with itself and carries no content; the second is the identity used above. Inside the proof, `e1` moves $H$ across the inner product, `a` and `b` collect powers, and `ring` finishes the algebra.

In `moment_log_convex`, the step `q` is the nonnegative quadratic in $E$, and `discrim_le_zero` supplies the discriminant bound, including the case $m_k=0$. `moment_log_convex_eq_iff` splits on whether $m_k$ vanishes. In the nonzero case, `hm` and `hm2` express the next two moments through $E$, `hz` shows that the residual form is zero, and `hv` turns this into the vector equation.

`moment_pos` carries the positivity of two neighbouring moments through the induction. The step uses the later of the two: by log-convexity, $m_{k+2}=0$ would force $m_{k+1}=0$. `energyRatio_pos_monotone` then reduces monotonicity to single steps and clears denominators with `div_le_div_iff₀`. In `mean_pow_le_moment`, `hr` is $m_1m_k\le m_{k+1}$, obtained from $r_0\le r_k$, and `hs` is the induction hypothesis multiplied by $m_1$. The counterexample is evaluated entry by entry.
